# With a nonzero time step, velocity Verlet conserves only one quadratic form of the harmonic oscillator, up to a factor

A stiff bond vibrates in a constant-energy simulation, and the program prints the total energy after every velocity Verlet step. The exact motion would keep that number fixed. The printed values wobble, yet over long runs they show no steady drift. This suggests that the discrete motion respects some quantity close to the energy. The problems below look for it in the simplest model of the bond: one particle of unit mass on a line, with angular frequency $w$, position $q$ and momentum $p$.

```lean
import Mathlib

namespace VerletShadowHamiltonian

noncomputable section
```

A phase point is a pair of real numbers $x=(q,p)$, so in Lean `x.1` is the position and `x.2` the momentum. For a time step $h$ and a force $F$ that depends on position only, velocity Verlet first moves the particle and then updates the momentum with the average of the old and new forces:

$$q'=q+hp+\tfrac{h^2}{2}F(q),\qquad p'=p+\tfrac h2\bigl(F(q)+F(q')\bigr).$$

```lean
/-- One velocity Verlet step of length `h` for a particle of unit mass under the force `F`,
acting on the phase point `(q, p)`. -/
def verletStep (F : ℝ → ℝ) (h : ℝ) (x : ℝ × ℝ) : ℝ × ℝ :=
  (x.1 + h * x.2 + h ^ 2 / 2 * F x.1,
    x.2 + h / 2 * (F x.1 + F (x.1 + h * x.2 + h ^ 2 / 2 * F x.1)))
```

The oscillator has $F(q)=-w^2q$.

```lean
/-- The velocity Verlet step for the harmonic force `-w² q`. -/
def oscStep (w h : ℝ) (x : ℝ × ℝ) : ℝ × ℝ :=
  verletStep (fun q => -(w ^ 2 * q)) h x
```

It helps to write this step as a linear map. Set

$$\alpha=1-\tfrac{h^2w^2}{2},\qquad \kappa=1-\tfrac{h^2w^2}{4}.$$

Then $q'=\alpha q+hp$. Since $q+q'=2\kappa q+hp$, the momentum update is $p'=p-\tfrac{hw^2}{2}(2\kappa q+hp)=\alpha p-hw^2\kappa q$. Expanding also gives

$$\alpha^2+h^2w^2\kappa=1-h^2w^2+\tfrac{h^4w^4}{4}+h^2w^2-\tfrac{h^4w^4}{4}=1,$$

an identity that is used several times below.

Three functions of the phase point are needed. The first is the true energy $E(q,p)=\tfrac12(p^2+w^2q^2)$.

```lean
/-- The true energy `(p² + w² q²) / 2` of the oscillator. -/
def energy (w : ℝ) (x : ℝ × ℝ) : ℝ :=
  (x.2 ^ 2 + w ^ 2 * x.1 ^ 2) / 2
```

The second is the shadow form $S(q,p)=p^2+w^2\kappa q^2$. It carries no factor $\tfrac12$, so $S/2$ is the quantity to compare with $E$.

```lean
/-- The shadow form `p² + w² (1 - h² w² / 4) q²`. -/
def shadow (w h : ℝ) (x : ℝ × ℝ) : ℝ :=
  x.2 ^ 2 + w ^ 2 * (1 - h ^ 2 * w ^ 2 / 4) * x.1 ^ 2
```

The third is a general quadratic form $Q(q,p)=aq^2+bqp+cp^2$ with real coefficients $a,b,c$.

```lean
/-- The general quadratic form `a q² + b q p + c p²` on phase space. -/
def quadForm (a b c : ℝ) (x : ℝ × ℝ) : ℝ :=
  a * x.1 ^ 2 + b * (x.1 * x.2) + c * x.2 ^ 2
```

The setting is one harmonic degree of freedom in exact real arithmetic; anharmonic forces and floating-point rounding are left out. The term "shadow Hamiltonian" often means a Hamiltonian whose exact flow over time $h$ reproduces the numerical step. The problems here concern conservation, which leaves the overall scale of such a function open, and no flow is constructed.

## (a) The shadow form over one step

Show that one step leaves the shadow form unchanged, for all real $w$, $h$ and every phase point:

$$S(q',p')=S(q,p).$$

**Solution.** Insert the linear map:

$$S(q',p')=(\alpha p-hw^2\kappa q)^2+w^2\kappa(\alpha q+hp)^2.$$

The coefficient of $qp$ is $-2\alpha hw^2\kappa+2\alpha hw^2\kappa=0$. The coefficient of $p^2$ is $\alpha^2+h^2w^2\kappa=1$. The coefficient of $q^2$ is $w^2\kappa\,(h^2w^2\kappa+\alpha^2)=w^2\kappa$. What remains is $p^2+w^2\kappa q^2$.

```lean
/-- One velocity Verlet step of the oscillator conserves the shadow form exactly. -/
theorem shadow_conserved (w h : ℝ) (x : ℝ × ℝ) :
    shadow w h (oscStep w h x) = shadow w h x := by
  simp only [shadow, oscStep, verletStep]
  ring
```

Lean unfolds the definitions and `ring` confirms the polynomial identity. No condition on the step size enters.

## (b) The shadow form over a whole trajectory

Let $x_n$ be the phase point after $n$ steps from $x_0=x$. Show that

$$S(x_n)=S(x)\qquad\text{for every } n\ge 0.$$

**Solution.** For $n=0$ there is nothing to prove. If $S(x_n)=S(x)$, then part (a) applied at $x_n$ gives $S(x_{n+1})=S(x_n)=S(x)$.

```lean
/-- The shadow form keeps its initial value after any number of steps. -/
theorem shadow_iterate (w h : ℝ) (n : ℕ) (x : ℝ × ℝ) :
    shadow w h ((oscStep w h)^[n] x) = shadow w h x := by
  induction n with
  | zero => rfl
  | succ n ih => rw [Function.iterate_succ_apply', shadow_conserved, ih]
```

The expression `(oscStep w h)^[n] x` is the $n$-fold iterate, that is, $x_n$. The induction in Lean has the same two cases; `Function.iterate_succ_apply'` takes the last step off the iterate so that part (a) applies to it.

## (c) All conserved quadratic forms

Let $h\neq0$. Show that $Q$ is conserved by the step at every phase point if and only if there is a real number $s$ with

$$aq^2+bqp+cp^2=s\,S(q,p)\qquad\text{for all }(q,p).$$

**Solution.** If $Q=sS$, then $Q$ is conserved by part (a).

Conversely, suppose that $Q$ is conserved, and write $d=a-cw^2\kappa$. The aim is to show $b=0$ and $d=0$.

The point $(0,1)$ moves to $(h,\alpha)$, so conservation there reads $ah^2+bh\alpha+c\alpha^2=c$. With $\alpha^2-1=-h^2w^2\kappa$ this becomes

$$h^2d+h\alpha b=0.\tag{1}$$

The point $(1,0)$ moves to $(\alpha,-hw^2\kappa)$, and $(1,1)$ moves to the sum of the two images. Take the conservation equation at $(1,1)$ and subtract those at $(0,1)$ and $(1,0)$. Only the cross terms survive:

$$2a\alpha h+b(\alpha^2-h^2w^2\kappa)-2c\alpha hw^2\kappa=b,$$

which simplifies to

$$2\alpha h\,d-2h^2w^2\kappa\,b=0.\tag{2}$$

Now form $\alpha\cdot(1)-\tfrac h2\cdot(2)$. The terms in $d$ cancel, leaving

$$hb\,(\alpha^2+h^2w^2\kappa)=hb=0.$$

Since $h\ne0$, $b=0$. Equation (1) then reduces to $h^2d=0$, so $d=0$ and $a=cw^2\kappa$. Hence $Q=cS$, and $s=c$.

```lean
/-- For a nonzero time step, a quadratic form in `(q, p)` is conserved by the velocity Verlet
oscillator step if and only if it is a scalar multiple of the shadow form. -/
theorem conserved_iff_multiple_of_shadow {w h : ℝ} (hh : h ≠ 0) (a b c : ℝ) :
    (∀ x, quadForm a b c (oscStep w h x) = quadForm a b c x) ↔
      ∃ s : ℝ, ∀ x, quadForm a b c x = s * shadow w h x := by
  constructor
  · intro H
    -- conservation at three phase points
    have h1 := H (0, 1)
    have h2 := H (1, 1)
    have h3 := H (1, 0)
    simp only [quadForm, oscStep, verletStep] at h1 h2 h3
    -- the mixed term vanishes
    have hb' : h * b = 0 := by
      linear_combination (1 - h ^ 2 * w ^ 2 / 2) * h1 - h / 2 * (h2 - h1 - h3)
    have hb : b = 0 := (mul_eq_zero.mp hb').resolve_left hh
    -- the coefficient `a` is a fixed multiple of `c`
    have ha' : h ^ 2 * (a - c * (w ^ 2 * (1 - h ^ 2 * w ^ 2 / 4))) = 0 := by
      linear_combination h1 - h * (1 - h ^ 2 * w ^ 2 / 2) * hb
    have ha : a - c * (w ^ 2 * (1 - h ^ 2 * w ^ 2 / 4)) = 0 :=
      (mul_eq_zero.mp ha').resolve_left (pow_ne_zero 2 hh)
    refine ⟨c, fun x => ?_⟩
    simp only [quadForm, shadow]
    linear_combination x.1 ^ 2 * ha + x.1 * x.2 * hb
  · rintro ⟨s, hs⟩ x
    rw [hs, hs, shadow_conserved]
```

The hypotheses `h1`, `h2` and `h3` are the conservation equations at $(0,1)$, $(1,1)$ and $(1,0)$. The steps `hb'` and `ha'` are $hb=0$ and $h^2d=0$, and `hb` and `ha` follow by cancelling the nonzero factor.

The proof turns on `linear_combination`. The user supplies coefficients for known equations; the tactic forms the weighted sum and asks `ring` to check that it differs from the goal only by algebra. The coefficients may be polynomials, so the expression after `hb'` is exactly the combination $\alpha\cdot(1)-\tfrac h2\cdot(2)$ found by hand. The tactic does not search for these coefficients, which is why the elimination has to be worked out first.

The order of the quantifiers in `∃ s : ℝ, ∀ x` matters: one number $s$ must serve the whole phase plane. If it were written as "for every $x$ there is an $s$", then for $h,w>0$ and $hw<2$ every quadratic form would satisfy it, because one could take $s=Q(x)/S(x)$ at each nonzero $x$. The equivalence would then be false.

The condition $h\ne0$ is needed because a step of zero length is the identity and conserves every form. The frequency may be zero: for a free particle the result singles out the multiples of $p^2$. The theorem concerns quadratic forms only; $S^2$, for example, is also conserved.

## (d) When the shadow form is positive

Let $h,w>0$. Show that the shadow form is positive at every nonzero phase point exactly when the step is short enough:

$$S(q,p)>0\ \text{ for all }(q,p)\neq(0,0)\iff hw<2.$$

**Solution.** If $hw\ge2$, then $\kappa\le0$, and the point $(1,0)$ has $S(1,0)=w^2\kappa\le0$, so positivity fails. If $hw<2$, then $w^2\kappa>0$, and $S$ is a sum of two nonnegative terms. At a nonzero point either $q\neq0$, which makes $w^2\kappa q^2$ positive, or $q=0$ and $p\ne0$, which makes $p^2$ positive.

```lean
/-- For positive step and frequency, the shadow form is positive definite exactly when
`h w < 2`. -/
theorem shadow_pos_iff {w h : ℝ} (hw : 0 < w) (hh : 0 < h) :
    (∀ x : ℝ × ℝ, x ≠ 0 → 0 < shadow w h x) ↔ h * w < 2 := by
  constructor
  · intro H
    by_contra hn
    have hn' : 2 ≤ h * w := not_lt.mp hn
    have h4 : 4 ≤ (h * w) ^ 2 := by nlinarith
    have h1 := H (1, 0) (by simp)
    simp only [shadow] at h1
    nlinarith [mul_nonneg (sq_nonneg w) (sub_nonneg.2 h4)]
  · rintro hlt ⟨q, p⟩ hx
    have h4 : (h * w) ^ 2 < 4 := by nlinarith [mul_pos hh hw]
    have hk : 0 < w ^ 2 * (1 - h ^ 2 * w ^ 2 / 4) :=
      mul_pos (by positivity) (by nlinarith)
    simp only [shadow]
    by_cases hq : q = 0
    · have hp : p ≠ 0 := by
        intro hp
        exact hx (by simp [hq, hp])
      have hp2 : 0 < p ^ 2 := by positivity
      nlinarith [mul_nonneg hk.le (sq_nonneg q)]
    · have hq2 : 0 < q ^ 2 := by positivity
      nlinarith [mul_pos hk hq2, sq_nonneg p]
```

The first half of the Lean proof evaluates the form at `(1, 0)`, and the second splits on `q = 0`, as above. In physical terms, $hw<2$ says that the time step is shorter than the vibration period divided by $\pi$. The level curves of $S$ are then ellipses.

## (e) The exact error in the energy

Write $q_n$ for the position after $n$ steps, with $q_0$ the initial one. Show that the true energy changes by

$$E(x_n)-E(x_0)=\frac{h^2w^4}{8}\,\bigl(q_n^2-q_0^2\bigr).$$

**Solution.** The two quadratic forms differ only in the coefficient of $q^2$:

$$E(q,p)-\tfrac12S(q,p)=\tfrac12w^2(1-\kappa)q^2=\tfrac{h^2w^4}{8}q^2.$$

Subtract this relation at $x_0$ from the same relation at $x_n$. By part (b) the terms in $S$ cancel.

```lean
/-- After `n` steps the error in the true energy equals `h² w⁴ / 8` times the change
in the squared position. -/
theorem energy_error (w h : ℝ) (n : ℕ) (x : ℝ × ℝ) :
    energy w ((oscStep w h)^[n] x) - energy w x =
      h ^ 2 * w ^ 4 / 8 * (((oscStep w h)^[n] x).1 ^ 2 - x.1 ^ 2) := by
  have hs := shadow_iterate w h n x
  simp only [shadow] at hs
  simp only [energy]
  linear_combination hs / 2
```

The hypothesis `hs` is part (b) written out, and half of it is the one equation that the algebra needs. The formula holds for any step size. It shows that the energy error at step $n$ depends on the past only through the two positions: whenever the particle returns to its initial distance from the origin, the energy is back at its initial value.

## (f) A step that changes the energy

Let $h$, $w$ and $p$ be nonzero. Show that a particle that starts at the origin with momentum $p$ has a different energy after one step:

$$E(hp,\alpha p)\neq E(0,p).$$

**Solution.** The linear map sends $(0,p)$ to $(hp,\alpha p)$. Part (e) with $n=1$, $q_0=0$ and $q_1=hp$ gives

$$E(hp,\alpha p)-E(0,p)=\frac{h^4w^4p^2}{8},$$

which is positive.

```lean
/-- For nonzero step and frequency, one step started at the origin with nonzero momentum
changes the true energy. -/
theorem energy_not_conserved {w h p : ℝ} (hw : w ≠ 0) (hh : h ≠ 0) (hp : p ≠ 0) :
    energy w (oscStep w h (0, p)) ≠ energy w (0, p) := by
  intro H
  simp only [energy, oscStep, verletStep] at H
  have h0 : h ^ 4 * w ^ 4 * p ^ 2 = 0 := by linear_combination 8 * H
  have h1 : h ^ 4 * w ^ 4 * p ^ 2 ≠ 0 := by positivity
  exact h1 h0
```

Lean assumes that the energies are equal, computes from the definitions that $h^4w^4p^2=0$, and contradicts this with `positivity`, which uses the three nonzero hypotheses. Shortening the step reduces the error but does not remove it.

## (g) A bound for all times

Suppose that $|hw|<2$. Show that the energy after any number of steps satisfies

$$E(x_n)\le\frac{E(x_0)}{1-h^2w^2/4}.$$

**Solution.** The hypothesis gives $0<\kappa\le1$. For any phase point,

$$\kappa\,(p^2+w^2q^2)\le p^2+\kappa w^2q^2\le p^2+w^2q^2,$$

which says $\kappa E\le\tfrac12S\le E$. Use the left inequality at $x_n$, part (b), and the right inequality at $x_0$:

$$\kappa E(x_n)\le\tfrac12S(x_n)=\tfrac12S(x_0)\le E(x_0).$$

Division by $\kappa>0$ gives the bound.

For a single harmonic vibration with $hw=0.2$, about 31 steps per period, the energy therefore never exceeds its initial value by more than about 1.01 percent, however long the run. At $hw=2$ the step is $(q,p)\mapsto(-q+hp,-p)$, and the distance from the origin eventually grows linearly with $n$ whenever $p\neq0$.

```lean
/-- If `|h w| < 2`, the true energy after any number of steps is at most the initial energy
divided by `1 - h² w² / 4`. -/
theorem energy_bounded {w h : ℝ} (hst : |h * w| < 2) (n : ℕ) (x : ℝ × ℝ) :
    energy w ((oscStep w h)^[n] x) ≤ energy w x / (1 - h ^ 2 * w ^ 2 / 4) := by
  obtain ⟨hl, hr⟩ := abs_lt.mp hst
  have hk : 0 < 1 - h ^ 2 * w ^ 2 / 4 := by nlinarith
  rw [le_div_iff₀ hk]
  -- compare both energies with the conserved shadow form
  have hs := shadow_iterate w h n x
  generalize (oscStep w h)^[n] x = y at hs ⊢
  simp only [shadow] at hs
  simp only [energy]
  nlinarith [mul_nonneg (sq_nonneg (h * w)) (sq_nonneg y.2),
    mul_nonneg (sq_nonneg (h * w)) (sq_nonneg (w * x.1))]

end

end VerletShadowHamiltonian
```

In the Lean proof `y` stands for $x_n$. The two products passed to `nlinarith` are, up to a factor 4, the gaps $(1-\kappa)p_n^2$ and $(1-\kappa)w^2q_0^2$ in the two inequalities, where $p_n$ is the momentum after $n$ steps.

```lean
#print axioms VerletShadowHamiltonian.conserved_iff_multiple_of_shadow
#print axioms VerletShadowHamiltonian.energy_error
#print axioms VerletShadowHamiltonian.energy_not_conserved
#print axioms VerletShadowHamiltonian.energy_bounded
```

```
'VerletShadowHamiltonian.conserved_iff_multiple_of_shadow' depends on axioms: [propext, Classical.choice, Quot.sound]
'VerletShadowHamiltonian.energy_error' depends on axioms: [propext, Classical.choice, Quot.sound]
'VerletShadowHamiltonian.energy_not_conserved' depends on axioms: [propext, Classical.choice, Quot.sound]
'VerletShadowHamiltonian.energy_bounded' depends on axioms: [propext, Classical.choice, Quot.sound]
```
